# Quadratic forms in 3D point positions that are invariant under rotations and translations are zero-rest-length spring networks

Every quadratic form in the positions x_i of N points in three-dimensional space that is unchanged by proper rotations and uniform translations is supposed to equal Σ_{i<j} k_ij |x_i − x_j|². But the harmonic force field of water has a bending term and finite bond lengths, and its energy shouldn't depend on how I turn the molecule. Why isn't it a counterexample?

## Water's force field is quadratic in displacements, not in positions

The result holds, with unique real k_ij of either sign. Water escapes it because its Cartesian harmonic energy is quadratic in displacements from a reference geometry. If you turn the molecule and leave the reference fixed, that energy changes. Written in bond lengths and angles, the energy is invariant but no longer quadratic in the positions. A quadratic form Q also obeys Q(tx) = t²Q(x), so every rescaled copy of a minimum is a minimum, and no nonzero bond length is preferred.

To derive the result, define

B(x,y) = Q(x+y) − Q(x) − Q(y).

This is bilinear, symmetric and invariant under simultaneous rotations. Put only point i at u in the first argument and only point j at v in the second, with all other points at the origin. This gives a form b(u,v) = Σ_a Σ_c u_a v_c M_ac, with axes numbered 0, 1, 2.

- A half-turn about axis 0 reverses axes 1 and 2, so M_01 = −M_01 = 0, and likewise M_10 = M_02 = M_20 = 0.
- A half-turn about axis 2 gives M_12 = M_21 = 0.
- The cyclic rotation of the axes gives M_00 = M_11 = M_22.

Hence b(u,v) = c_ij u·v. Since B(x,x) = Q(2x) − 2Q(x) = 2Q(x),

Q(x) = Σ_i Σ_j A_ij x_i·x_j, with A_ij = c_ij/2 = A_ji.

Now place the points on axis 0 at coordinates s_i and shift them by one unit. With r_i = Σ_j A_ij, invariance requires

2 Σ_i s_i r_i + Σ_i r_i = 0.

Taking s = 0 gives Σ_i r_i = 0. Taking s = r then gives Σ_i r_i² = 0, so every row sum vanishes. Insert x_i·x_j = (|x_i|² + |x_j|² − |x_i − x_j|²)/2. The single-point squares drop out:

Q(x) = −½ Σ_i Σ_j A_ij |x_i − x_j|² = Σ_{i<j} (−A_ij) |x_i − x_j|².

Conversely, rotations and translations preserve distances. For uniqueness, displace points i and j together by one unit along axis 0 from the origin, and subtract the energies for displacing each alone. Only −2k_ij remains.

Removing M_01 with a reflection of one axis needs an extra argument, because that matrix has determinant −1 and the hypothesis doesn't list it. In three dimensions the reflection is minus a half-turn, and Q(−x) = Q(x), so invariance under it does follow. In the plane −1 is itself a proper rotation, so this argument is unavailable, and the planar statement is false: twice the signed area of a triangle is invariant under planar rotations and translations, yet a reflection reverses it while keeping all distances.

In the Lean file, `invariant_iff_springs` is the equivalence and `spring_constants_unique` the uniqueness for i < j. A `Config 3 N` assigns three real coordinates to each point, and `QuadraticForm` admits no linear or constant terms. `RotationInvariant` quantifies over matrices with RᵀR = 1 and determinant 1. `springEnergy` has no factor ½, so `k i j` is half the textbook spring constant; it reads only entries with i < j. For N = 0 or 1 there are no springs, and an invariant Q is zero.

```lean
import Mathlib

open Matrix

namespace InvariantQuadraticPotentials

/-- Positions of `N` points in `d`-dimensional space. -/
abbrev Config (d N : ℕ) := Fin N → Fin d → ℝ

/-- The squared Euclidean distance between two points. -/
def distSq {d : ℕ} (u v : Fin d → ℝ) : ℝ := (u - v) ⬝ᵥ (u - v)

/-- The energy of a network of springs of zero rest length, with a real constant `k i j`
for each pair `i < j`. -/
def springEnergy {d N : ℕ} (k : Fin N → Fin N → ℝ) (x : Config d N) : ℝ :=
  ∑ i, ∑ j, if i < j then k i j * distSq (x i) (x j) else 0

/-- The potential is unchanged when all points are rotated together by a proper rotation. -/
def RotationInvariant {d N : ℕ} (Q : QuadraticForm ℝ (Config d N)) : Prop :=
  ∀ R : Matrix (Fin d) (Fin d) ℝ, Rᵀ * R = 1 → R.det = 1 →
    ∀ x : Config d N, Q (fun i => R *ᵥ x i) = Q x

/-- The potential is unchanged when all points are shifted by the same vector. -/
def TranslationInvariant {d N : ℕ} (Q : QuadraticForm ℝ (Config d N)) : Prop :=
  ∀ (u : Fin d → ℝ) (x : Config d N), Q (fun i => x i + u) = Q x

/-- The law of cosines for the squared distance. -/
theorem distSq_eq {d : ℕ} (u v : Fin d → ℝ) :
    distSq u v = u ⬝ᵥ u + v ⬝ᵥ v - 2 * (u ⬝ᵥ v) := by
  simp only [distSq, sub_dotProduct, dotProduct_sub, dotProduct_comm v u]
  ring

/-- A spring network has the same energy after any orthogonal map, proper or improper. -/
theorem springEnergy_orthogonal {d N : ℕ} (k : Fin N → Fin N → ℝ)
    (R : Matrix (Fin d) (Fin d) ℝ) (hR : Rᵀ * R = 1) (x : Config d N) :
    springEnergy k (fun i => R *ᵥ x i) = springEnergy k x := by
  have h : ∀ u v, distSq (R *ᵥ u) (R *ᵥ v) = distSq u v := by
    intro u v
    unfold distSq
    rw [← Matrix.mulVec_sub, Matrix.dotProduct_mulVec, ← Matrix.vecMul_transpose,
      Matrix.vecMul_vecMul, hR, Matrix.vecMul_one]
  simp only [springEnergy, h]

/-- A spring network has the same energy after a uniform translation. -/
theorem springEnergy_translate {d N : ℕ} (k : Fin N → Fin N → ℝ) (u : Fin d → ℝ)
    (x : Config d N) : springEnergy k (fun i => x i + u) = springEnergy k x := by
  simp only [springEnergy, distSq, add_sub_add_right_eq_sub]

/-- A bilinear form on three-dimensional space that is invariant under proper rotations is
a multiple of the dot product. -/
theorem invariant_bilinear_eq_dot (b : (Fin 3 → ℝ) →ₗ[ℝ] (Fin 3 → ℝ) →ₗ[ℝ] ℝ)
    (hb : ∀ R : Matrix (Fin 3) (Fin 3) ℝ, Rᵀ * R = 1 → R.det = 1 →
      ∀ u v, b (R *ᵥ u) (R *ᵥ v) = b u v) :
    ∃ c : ℝ, ∀ u v, b u v = c * (u ⬝ᵥ v) := by
  obtain ⟨M, hM⟩ : ∃ M : Fin 3 → Fin 3 → ℝ,
      ∀ u v, b u v = ∑ a, ∑ c, u a * v c * M a c := by
    refine ⟨fun a c => b (Pi.single a 1) (Pi.single c 1), fun u v => ?_⟩
    have hd : ∀ w : Fin 3 → ℝ, w = ∑ a, w a • Pi.single a (1 : ℝ) := fun w => by
      ext i
      simp [Finset.sum_apply, Pi.single_apply]
    conv_lhs => rw [hd u, hd v]
    simp only [Fin.sum_univ_three, map_add, map_smul, LinearMap.add_apply,
      LinearMap.smul_apply, smul_eq_mul]
    ring
  -- half-turns about the first and third axes, and the cyclic rotation of the axes
  have hX := hb !![1, 0, 0; 0, -1, 0; 0, 0, -1]
    (by ext i j; fin_cases i <;> fin_cases j <;> simp [Matrix.mul_apply, Fin.sum_univ_succ])
    (by simp [Matrix.det_fin_three])
  have hZ := hb !![-1, 0, 0; 0, -1, 0; 0, 0, 1]
    (by ext i j; fin_cases i <;> fin_cases j <;> simp [Matrix.mul_apply, Fin.sum_univ_succ])
    (by simp [Matrix.det_fin_three])
  have hP := hb !![0, 0, 1; 1, 0, 0; 0, 1, 0]
    (by ext i j; fin_cases i <;> fin_cases j <;> simp [Matrix.mul_apply, Fin.sum_univ_succ])
    (by simp [Matrix.det_fin_three])
  simp only [hM, Matrix.mulVec, dotProduct, Fin.sum_univ_three] at hX hZ hP
  have h01 : M 0 1 = 0 := by have h := hX ![1, 0, 0] ![0, 1, 0]; simp at h; linarith
  have h10 : M 1 0 = 0 := by have h := hX ![0, 1, 0] ![1, 0, 0]; simp at h; linarith
  have h02 : M 0 2 = 0 := by have h := hX ![1, 0, 0] ![0, 0, 1]; simp at h; linarith
  have h20 : M 2 0 = 0 := by have h := hX ![0, 0, 1] ![1, 0, 0]; simp at h; linarith
  have h12 : M 1 2 = 0 := by have h := hZ ![0, 1, 0] ![0, 0, 1]; simp at h; linarith
  have h21 : M 2 1 = 0 := by have h := hZ ![0, 0, 1] ![0, 1, 0]; simp at h; linarith
  have h11 : M 1 1 = M 0 0 := by have h := hP ![1, 0, 0] ![1, 0, 0]; simp at h; linarith
  have h22 : M 2 2 = M 1 1 := by have h := hP ![0, 1, 0] ![0, 1, 0]; simp at h; linarith
  refine ⟨M 0 0, fun u v => ?_⟩
  simp only [hM, dotProduct, Fin.sum_univ_three, h01, h10, h02, h20, h12, h21, h22, h11]
  ring

/-- A quadratic potential in three dimensions that is invariant under proper rotations is a
symmetric combination of the dot products of the position vectors. -/
theorem rotationInvariant_gram {N : ℕ} (Q : QuadraticForm ℝ (Config 3 N))
    (hQ : RotationInvariant Q) :
    ∃ A : Fin N → Fin N → ℝ, (∀ i j, A i j = A j i) ∧
      ∀ x, Q x = ∑ i, ∑ j, A i j * (x i ⬝ᵥ x j) := by
  -- the polar form of the potential
  obtain ⟨B, hB⟩ : ∃ B : Config 3 N →ₗ[ℝ] Config 3 N →ₗ[ℝ] ℝ,
      ∀ x y, B x y = Q (x + y) - Q x - Q y := ⟨QuadraticMap.polarBilin Q, fun _ _ => rfl⟩
  have hBs : ∀ x y, B x y = B y x := by
    intro x y
    rw [hB, hB, add_comm x y]
    ring
  have hex : ∀ i j : Fin N, ∃ c : ℝ, ∀ u v : Fin 3 → ℝ,
      B (Pi.single i u) (Pi.single j v) = c * (u ⬝ᵥ v) := by
    intro i j
    refine invariant_bilinear_eq_dot (B.compl₁₂ (LinearMap.single ℝ (fun _ => Fin 3 → ℝ) i)
      (LinearMap.single ℝ (fun _ => Fin 3 → ℝ) j)) ?_
    intro R h1 h2 u v
    change B (Pi.single i (R *ᵥ u)) (Pi.single j (R *ᵥ v)) = B (Pi.single i u) (Pi.single j v)
    have hs : ∀ (p : Fin N) (w : Fin 3 → ℝ), (Pi.single p (R *ᵥ w) : Config 3 N) =
        fun q => R *ᵥ (Pi.single p w : Config 3 N) q := by
      intro p w
      funext q
      by_cases h : q = p
      · subst h; simp
      · simp [h]
    have ha : ∀ x y : Config 3 N, (fun q => R *ᵥ x q) + (fun q => R *ᵥ y q) =
        fun q => R *ᵥ (x + y) q := by
      intro x y
      funext q
      simp [Matrix.mulVec_add]
    rw [hs i u, hs j v, hB, hB, ha, hQ R h1 h2, hQ R h1 h2, hQ R h1 h2]
  choose c hc using hex
  refine ⟨fun i j => c i j / 2, fun i j => ?_, fun x => ?_⟩
  · have he : (![1, 0, 0] : Fin 3 → ℝ) ⬝ᵥ ![1, 0, 0] = 1 := by
      simp [dotProduct, Fin.sum_univ_three]
    have h1 := hc i j ![1, 0, 0] ![1, 0, 0]
    rw [hBs, hc j i, he] at h1
    linarith
  · have hl : ∀ y, B x y = ∑ i, B (Pi.single i (x i)) y := by
      intro y
      conv_lhs => rw [← Finset.univ_sum_single x]
      rw [map_sum, LinearMap.sum_apply]
    have hr : ∀ y, B y x = ∑ j, B y (Pi.single j (x j)) := by
      intro y
      conv_lhs => rw [← Finset.univ_sum_single x]
      rw [map_sum]
    have h1 : B x x = ∑ i, ∑ j, c i j * (x i ⬝ᵥ x j) := by
      rw [hl x]
      refine Finset.sum_congr rfl fun i _ => ?_
      rw [hr]
      exact Finset.sum_congr rfl fun j _ => hc i j _ _
    have h2 : Q (x + x) = 4 * Q x := by
      rw [← two_smul ℝ x, QuadraticMap.map_smul]
      norm_num [smul_eq_mul]
    have h3 : ∑ i, ∑ j, c i j / 2 * (x i ⬝ᵥ x j) =
        (∑ i, ∑ j, c i j * (x i ⬝ᵥ x j)) / 2 := by
      simp only [Finset.sum_div]
      exact Finset.sum_congr rfl fun i _ => Finset.sum_congr rfl fun j _ => by ring
    rw [h3, ← h1, hB, h2]
    ring

/-- A symmetric combination of dot products whose coefficients have zero row sums is the
energy of a spring network, with constants equal to minus the coefficients. -/
theorem gram_eq_springEnergy {d N : ℕ} (A : Fin N → Fin N → ℝ) (hsym : ∀ i j, A i j = A j i)
    (hrow : ∀ i, ∑ j, A i j = 0) (x : Config d N) :
    ∑ i, ∑ j, A i j * (x i ⬝ᵥ x j) = springEnergy (fun i j => -A i j) x := by
  -- the sum over all ordered pairs counts each spring twice
  have hsplit : ∑ i, ∑ j, -A i j * distSq (x i) (x j) =
      2 * springEnergy (fun i j => -A i j) x := by
    have h : ∀ i j, -A i j * distSq (x i) (x j) =
        (if i < j then -A i j * distSq (x i) (x j) else 0) +
        (if j < i then -A j i * distSq (x j) (x i) else 0) := by
      intro i j
      rcases lt_trichotomy i j with h | h | h
      · rw [if_pos h, if_neg (lt_asymm h), add_zero]
      · subst h; simp [distSq]
      · rw [if_neg (lt_asymm h), if_pos h, zero_add, hsym i j, distSq_eq (x i) (x j),
          distSq_eq (x j) (x i), dotProduct_comm (x i) (x j)]
        ring
    have hc : ∑ i, ∑ j, (if j < i then -A j i * distSq (x j) (x i) else 0) =
        springEnergy (fun i j => -A i j) x := by
      unfold springEnergy
      exact Finset.sum_comm
    rw [Finset.sum_congr rfl fun i _ => Finset.sum_congr rfl fun j _ => h i j]
    simp only [Finset.sum_add_distrib]
    rw [hc, two_mul]
    rfl
  have h1 : ∑ i, ∑ j, A i j * (x i ⬝ᵥ x i) = 0 :=
    Finset.sum_eq_zero fun i _ => by rw [← Finset.sum_mul, hrow, zero_mul]
  have h2 : ∑ i, ∑ j, A i j * (x j ⬝ᵥ x j) = 0 := by
    rw [Finset.sum_comm]
    refine Finset.sum_eq_zero fun i _ => ?_
    rw [← Finset.sum_mul, Finset.sum_congr rfl fun j _ => hsym j i, hrow, zero_mul]
  have h3 : ∑ i, ∑ j, -A i j * distSq (x i) (x j) = 2 * ∑ i, ∑ j, A i j * (x i ⬝ᵥ x j) -
      ∑ i, ∑ j, A i j * (x i ⬝ᵥ x i) - ∑ i, ∑ j, A i j * (x j ⬝ᵥ x j) := by
    simp only [Finset.mul_sum, ← Finset.sum_sub_distrib]
    refine Finset.sum_congr rfl fun i _ => Finset.sum_congr rfl fun j _ => ?_
    rw [distSq_eq]
    ring
  linarith

/-- A quadratic potential of `N` points in three dimensions is invariant under proper rotations
and uniform translations exactly when it is a network of springs of zero rest length. -/
theorem invariant_iff_springs {N : ℕ} (Q : QuadraticForm ℝ (Config 3 N)) :
    (RotationInvariant Q ∧ TranslationInvariant Q) ↔
      ∃ k : Fin N → Fin N → ℝ, ∀ x, Q x = springEnergy k x := by
  constructor
  · rintro ⟨hrot, htr⟩
    obtain ⟨A, hsym, hA⟩ := rotationInvariant_gram Q hrot
    obtain ⟨r, hr⟩ : ∃ r : Fin N → ℝ, ∀ i, r i = ∑ j, A i j := ⟨_, fun _ => rfl⟩
    -- place all points on one axis and shift them by one unit
    have hq : ∀ s : Fin N → ℝ, Q (fun i => ![s i, 0, 0]) =
        ∑ i, ∑ j, A i j * (s i * s j) := by
      intro s
      rw [hA]
      simp [dotProduct, Fin.sum_univ_three]
    have ht : ∀ s : Fin N → ℝ, ∑ i, ∑ j, A i j * ((s i + 1) * (s j + 1)) =
        ∑ i, ∑ j, A i j * (s i * s j) := by
      intro s
      have h : Q (fun i => (![s i, 0, 0] : Fin 3 → ℝ) + ![1, 0, 0]) =
        Q (fun i => ![s i, 0, 0]) := htr _ (fun i => ![s i, 0, 0])
      have e : (fun i => (![s i, 0, 0] : Fin 3 → ℝ) + ![1, 0, 0]) =
          fun i => ![s i + 1, 0, 0] := by
        funext i a
        fin_cases a <;> simp
      rw [e] at h
      exact (hq fun i => s i + 1).symm.trans (h.trans (hq s))
    have hexp : ∀ s : Fin N → ℝ, ∑ i, ∑ j, A i j * ((s i + 1) * (s j + 1)) =
        ∑ i, ∑ j, A i j * (s i * s j) + 2 * ∑ i, s i * r i + ∑ i, r i := by
      intro s
      have h1 : ∑ i, ∑ j, A i j * s i = ∑ i, s i * r i :=
        Finset.sum_congr rfl fun i _ => by rw [← Finset.sum_mul, hr, mul_comm]
      have h2 : ∑ i, ∑ j, A i j * s j = ∑ i, s i * r i := by
        rw [Finset.sum_comm, ← h1]
        exact Finset.sum_congr rfl fun i _ => Finset.sum_congr rfl fun j _ => by rw [hsym j i]
      have h3 : ∑ i, ∑ j, A i j = ∑ i, r i := Finset.sum_congr rfl fun i _ => (hr i).symm
      have h4 : ∑ i, ∑ j, A i j * ((s i + 1) * (s j + 1)) = ∑ i, ∑ j, A i j * (s i * s j) +
          ∑ i, ∑ j, A i j * s i + ∑ i, ∑ j, A i j * s j + ∑ i, ∑ j, A i j := by
        simp only [← Finset.sum_add_distrib]
        exact Finset.sum_congr rfl fun i _ => Finset.sum_congr rfl fun j _ => by ring
      rw [h4, h1, h2, h3]
      ring
    have h0 : ∑ i, r i = 0 := by
      have h := (ht fun _ => 0).symm.trans (hexp fun _ => 0)
      simp at h
      linarith
    -- the squares of the row sums add up to zero
    have hsq : ∑ i, r i * r i = 0 := by
      have h := (ht r).symm.trans (hexp r)
      linarith
    have hrow : ∀ i, ∑ j, A i j = 0 := by
      intro i
      rw [← hr]
      exact mul_self_eq_zero.1 ((Finset.sum_eq_zero_iff_of_nonneg
        fun i _ => mul_self_nonneg (r i)).1 hsq i (Finset.mem_univ i))
    exact ⟨fun i j => -A i j, fun x => (hA x).trans (gram_eq_springEnergy A hsym hrow x)⟩
  · rintro ⟨k, hk⟩
    exact ⟨fun R h _ x => by rw [hk, hk]; exact springEnergy_orthogonal k R h x,
      fun u x => by rw [hk, hk]; exact springEnergy_translate k u x⟩

/-- The energy function of a spring network in three dimensions determines the constant of
every spring. -/
theorem spring_constants_unique {N : ℕ} (k k' : Fin N → Fin N → ℝ)
    (h : ∀ x : Config 3 N, springEnergy k x = springEnergy k' x) {i j : Fin N} (hij : i < j) :
    k i j = k' i j := by
  have hE : ∀ (k : Fin N → Fin N → ℝ) (s : Fin N → ℝ),
      springEnergy k (fun p => (![s p, 0, 0] : Fin 3 → ℝ)) =
        ∑ p, ∑ q, if p < q then k p q * (s p - s q) ^ 2 else 0 := by
    intro k s
    simp [springEnergy, distSq, dotProduct, Fin.sum_univ_three, sq]
  -- displacing points i and j together, minus displacing each alone, isolates their spring
  have key : ∀ k : Fin N → Fin N → ℝ,
      springEnergy k (fun p => (![(if p = i then 1 else 0) + (if p = j then 1 else 0), 0, 0] :
        Fin 3 → ℝ)) - springEnergy k (fun p => (![if p = i then 1 else 0, 0, 0] : Fin 3 → ℝ)) -
      springEnergy k (fun p => (![if p = j then 1 else 0, 0, 0] : Fin 3 → ℝ)) =
        -2 * k i j := by
    intro k
    simp only [hE, ← Finset.sum_sub_distrib]
    have hs : ∑ p, ∑ q, (if p = i then (if q = j then -2 * k i j else 0) else 0) =
        -2 * k i j := by simp
    rw [← hs]
    refine Finset.sum_congr rfl fun p _ => Finset.sum_congr rfl fun q _ => ?_
    split_ifs <;> first | (exfalso; omega) | (subst_vars; ring)
  have h1 := key k
  rw [h, h, h, key k'] at h1
  linarith

/-- A Cartesian component of the vector from point `0` to point `i` of a planar triangle. -/
def edge (i : Fin 3) (a : Fin 2) : Config 2 3 →ₗ[ℝ] ℝ where
  toFun x := x i a - x 0 a
  map_add' x y := by simp only [Pi.add_apply]; ring
  map_smul' c x := by simp only [Pi.smul_apply, smul_eq_mul, RingHom.id_apply]; ring

/-- Twice the signed area of a planar triangle, as a quadratic form in the positions. -/
noncomputable def twiceArea : QuadraticForm ℝ (Config 2 3) :=
  QuadraticMap.linMulLin (edge 1 0) (edge 2 1) - QuadraticMap.linMulLin (edge 1 1) (edge 2 0)

/-- In the plane, twice the signed area of a triangle is invariant under proper rotations and
translations, but it is not the energy of a spring network. -/
theorem planar_counterexample : RotationInvariant twiceArea ∧ TranslationInvariant twiceArea ∧
    ¬ ∃ k : Fin 3 → Fin 3 → ℝ, ∀ x, twiceArea x = springEnergy k x := by
  have hS : ∀ x, twiceArea x = (x 1 0 - x 0 0) * (x 2 1 - x 0 1) -
      (x 1 1 - x 0 1) * (x 2 0 - x 0 0) := fun _ => rfl
  refine ⟨fun R _ hdet x => ?_, fun u x => ?_, ?_⟩
  · rw [Matrix.det_fin_two] at hdet
    simp only [hS, Matrix.mulVec, dotProduct, Fin.sum_univ_two]
    linear_combination ((x 1 0 - x 0 0) * (x 2 1 - x 0 1) -
      (x 1 1 - x 0 1) * (x 2 0 - x 0 0)) * hdet
  · simp only [hS, Pi.add_apply]
    ring
  · rintro ⟨k, hk⟩
    -- a reflection reverses the area but keeps all distances
    have h1 := hk ![![0, 0], ![1, 0], ![0, 1]]
    have h2 := hk ![![0, 0], ![1, 0], ![0, -1]]
    simp [hS, springEnergy, distSq, dotProduct, Fin.sum_univ_succ] at h1 h2
    linarith

end InvariantQuadraticPotentials
```

```lean
#print axioms InvariantQuadraticPotentials.invariant_iff_springs
#print axioms InvariantQuadraticPotentials.spring_constants_unique
#print axioms InvariantQuadraticPotentials.planar_counterexample
```

```
'InvariantQuadraticPotentials.invariant_iff_springs' depends on axioms: [propext, Classical.choice, Quot.sound]
'InvariantQuadraticPotentials.spring_constants_unique' depends on axioms: [propext, Classical.choice, Quot.sound]
'InvariantQuadraticPotentials.planar_counterexample' depends on axioms: [propext, Classical.choice, Quot.sound]
```

`invariant_bilinear_eq_dot` evaluates the invariance at the three rotations, and `linarith` reads off the entries of M. `rotationInvariant_gram` applies it to each pair, with `Pi.single i u` placing only point i at u, and assembles A. `gram_eq_springEnergy` carries out the law-of-cosines step; its `hsplit` accounts for each spring being counted twice. In the main theorem, `ht` and `hexp` compare the shifted and unshifted energies, and `hsq` forces the row sums to vanish. The two `springEnergy` invariance lemmas give the converse. The uniqueness proof isolates one spring in `key`, and `planar_counterexample` compares two mirror-image triangles.

The result covers finite models built only from harmonic springs of zero rest length, such as the Rouse model of a polymer chain or the free ring polymer of path-integral simulation; a molecule with preferred bond lengths needs an energy that is not a quadratic form in the positions.
